# The free-boson stress-tensor Ward identity for vertex operators as a partial-fraction identity

Wick's theorem and conformal symmetry give two different-looking answers for a stress tensor placed at a point $w$ among vertex operators of charges $q_i$ at points $z_i$. Relative to the correlator of the vertex operators alone, Wick contraction in the free-boson theory gives the square of a sum, $\tfrac12\big(\sum_i q_i/(w-z_i)\big)^2$. Conformal symmetry demands a sum of separate poles: at each $z_i$ a double pole whose coefficient is the conformal weight, and a simple pole that generates translations of $z_i$. The square contains cross terms $q_iq_j/((w-z_i)(w-z_j))$, each singular at two points at once; taking these apart lets the two answers be compared pole by pole. Keeping only the diagonal terms gives the right weights but no simple poles at all, as if the correlator did not depend on the positions. For pairwise distinct $z_i$ and $w$ away from all of them, the cross terms reorganise exactly into the missing simple poles.

## The contracted current and stress tensor

The physical conventions are those of a chiral boson $\varphi$ with propagator $\langle\varphi(x)\varphi(y)\rangle=-\log(x-y)$, current $i\,\partial\varphi$, vertex operators ${:}e^{iq\varphi}{:}$ and stress tensor one half of the normal-ordered square of the current. No field operator or Fock space is constructed in the code. The outcome of the Wick contractions is written down as a definition, and the theorems concern the resulting functions of positions and charges. The Ward identity as a consequence of conformal symmetry of a quantum field theory is therefore not derived; what is proved is that the free-field expression has the form which that identity prescribes. The insertions are labelled by a finite type `ι`, which may have one element or none.

```lean
import Mathlib

open Finset Matrix

namespace StressTensorWard

noncomputable section

variable {ι : Type*} [Fintype ι] [DecidableEq ι]
```

Contracting the current at $w$ with the vertex operator at $z_i$ brings down $q_i/(w-z_i)$. Divided by the correlator without the current, the insertion is
$$J(w)=\sum_i\frac{q_i}{w-z_i}.$$
Positions and charges are functions `z q : ι → K` into an arbitrary field $K$, of which $\mathbb C$ is the physical case.

```lean
/-- Insertion of the free-boson current at `w`, contracted with vertex operators of
charges `q i` at the points `z i`. -/
def current {K : Type*} [Field K] (z q : ι → K) (w : K) : K := ∑ i, q i / (w - z i)
```

Normal ordering removes the contraction of the two currents with each other. Each current then contracts independently with the vertex operators, and the normalised stress insertion is $T(w)=\tfrac12J(w)^2$.

```lean
/-- Insertion of the normal-ordered stress tensor at `w`: half the square of the
contracted current. -/
def stress {K : Type*} [Field K] (z q : ι → K) (w : K) : K := current z q w ^ 2 / 2
```

The expected coefficient of the double pole is $h(q)=q^2/2$, written $h_i=h(q_i)$.

```lean
/-- Conformal weight `q²/2` of a vertex operator of charge `q`. -/
def weight {K : Type*} [Field K] (q : K) : K := q ^ 2 / 2
```

The expected coefficient of the simple pole is
$$A_i=\sum_{j\ne i}\frac{q_iq_j}{z_i-z_j},$$
where `univ.erase i` is the set of all labels other than $i$.

```lean
/-- The connection term at the point `i`: the sum over `j ≠ i` of `q i q j / (z i - z j)`. -/
def connection {K : Type*} [Field K] (z q : ι → K) (i : ι) : K :=
  ∑ j ∈ univ.erase i, q i * q j / (z i - z j)
```

Contracting the vertex operators among themselves gives one factor $(z_a-z_b)^{q_aq_b}$ for each unordered pair of insertions $a,b$. For non-integer exponents this needs a choice of branch, which is avoided by taking real positions, real charges and absolute values:
$$G=\exp\Big(\tfrac12\sum_a\sum_{b\ne a}q_aq_b\log|z_a-z_b|\Big).$$
The factor $\tfrac12$ compensates for counting each pair in both orders. Charge neutrality, which the zero mode of $\varphi$ imposes in the field theory, is not assumed anywhere: the theorems hold for any charges.

```lean
/-- Coulomb-gas correlator of vertex operators on the real line,
`exp (½ ∑_{a ≠ b} q a q b log |z a - z b|)`. -/
def correlator (z q : ι → ℝ) : ℝ :=
  Real.exp ((∑ a, ∑ b ∈ univ.erase a, q a * q b * Real.log |z a - z b|) / 2)
```

## Splitting a product of two propagators

For points $a\ne b$ and $w$ different from both, the identity $(w-b)-(w-a)=a-b$, divided by $(w-a)(w-b)(a-b)$, gives
$$\frac1{(w-a)(w-b)}=\frac1{w-a}\,\frac1{a-b}+\frac1{w-b}\,\frac1{b-a}.$$
In the proof, `h1` to `h4` record that the four differences are nonzero, `field_simp` clears the denominators, and `ring` checks the polynomial identity that remains.

```lean
/-- A product of two propagators ending at distinct points splits into simple poles. -/
theorem partial_fraction {K : Type*} [Field K] {w a b : K} (hab : a ≠ b) (ha : w ≠ a)
    (hb : w ≠ b) :
    1 / ((w - a) * (w - b)) = (w - a)⁻¹ * (1 / (a - b)) + (w - b)⁻¹ * (1 / (b - a)) := by
  have h1 := sub_ne_zero.2 hab
  have h2 := sub_ne_zero.2 hab.symm
  have h3 := sub_ne_zero.2 ha
  have h4 := sub_ne_zero.2 hb
  field_simp
  ring
```

## Exchanging the labels of a pair

The partial fraction puts half of the poles at $z_j$, the inner summation point. To collect them with the poles at $z_i$ one renames the dummy indices: for any $f$,
$$\sum_i\sum_{j\ne i}f_{ij}=\sum_i\sum_{j\ne i}f_{ji},$$
since both sides run over all ordered pairs of different labels.

```lean
/-- A sum over ordered pairs of different insertions is unchanged by relabelling the two. -/
theorem sum_offdiag_swap {M : Type*} [AddCommMonoid M] (f : ι → ι → M) :
    ∑ i, ∑ j ∈ univ.erase i, f i j = ∑ i, ∑ j ∈ univ.erase i, f j i := by
  refine Finset.sum_comm' ?_
  intro x y
  simp only [mem_univ, mem_erase, true_and, and_true]
  exact ne_comm
```

This lemma carries both the algebraic identity and the derivative of $G$, and it rests on `Finset.sum_comm'`. The ordinary exchange `sum_comm` applies to rectangular double sums, in which the inner index set is the same for every outer index. Here the inner set depends on the outer index. The primed version handles this: to rewrite $\sum_{x\in s}\sum_{y\in t(x)}$ as $\sum_{y\in t'}\sum_{x\in s'(y)}$, with $s,t'$ the outer sets and $t(x),s'(y)$ the inner ones, it asks for a proof that both sides visit the same pairs, namely that $x\in s$ and $y\in t(x)$ hold exactly when $x\in s'(y)$ and $y\in t'$ hold. The sets are read off from the goal. After `simp only` unfolds membership, the condition reads $y\ne x\iff x\ne y$, which is `ne_comm`. No subtraction of a diagonal is involved, and the lemma holds with values in any commutative additive monoid `M`.

## Double contractions with a symmetric pairing

Replace $q_iq_j$ by any symmetric array $\kappa_{ij}=\kappa_{ji}$. For fixed $i$, separate the term $j=i$ and expand the others with $a=z_i$, $b=z_j$:
$$\sum_j\frac{\kappa_{ij}}{(w-z_i)(w-z_j)}=\frac{\kappa_{ii}}{(w-z_i)^2}+\frac1{w-z_i}\sum_{j\ne i}\frac{\kappa_{ij}}{z_i-z_j}+\sum_{j\ne i}\frac1{w-z_j}\,\frac{\kappa_{ji}}{z_j-z_i}.$$
Symmetry has been used to write $\kappa_{ji}$ in the last sum. Summed over $i$, the last term becomes equal to the middle one after the labels are exchanged, so
$$\sum_{i,j}\frac{\kappa_{ij}}{(w-z_i)(w-z_j)}=\sum_i\frac{\kappa_{ii}}{(w-z_i)^2}+2\sum_i\frac1{w-z_i}\sum_{j\ne i}\frac{\kappa_{ij}}{z_i-z_j}.$$
Nothing is divided by two, so the characteristic of $K$ is unrestricted. Distinctness of the points is `Function.Injective z`, and `hw` keeps $w$ off them.

```lean
/-- For a symmetric pairing `κ` of the insertions, the sum of double contractions splits
into diagonal double poles and twice the simple poles, in any characteristic. -/
theorem double_contraction {K : Type*} [Field K] (z : ι → K) (hz : Function.Injective z)
    (w : K) (hw : ∀ i, w ≠ z i) (κ : ι → ι → K) (hκ : ∀ i j, κ i j = κ j i) :
    ∑ i, ∑ j, κ i j / ((w - z i) * (w - z j)) = ∑ i, κ i i / (w - z i) ^ 2
      + 2 * ∑ i, (w - z i)⁻¹ * ∑ j ∈ univ.erase i, κ i j / (z i - z j) := by
  -- separate the diagonal term, expand the others in partial fractions
  have h1 : ∀ i, ∑ j, κ i j / ((w - z i) * (w - z j)) = κ i i / (w - z i) ^ 2
      + ((w - z i)⁻¹ * ∑ j ∈ univ.erase i, κ i j / (z i - z j)
        + ∑ j ∈ univ.erase i, (w - z j)⁻¹ * (κ j i / (z j - z i))) := by
    intro i
    rw [mul_sum, ← Finset.add_sum_erase _ _ (mem_univ i), ← sum_add_distrib, sq]
    congr 1
    refine sum_congr rfl fun j hj => ?_
    have hij : z i ≠ z j := fun h => (mem_erase.1 hj).1 (hz h).symm
    have hp := partial_fraction hij (hw i) (hw j)
    rw [hκ j i]
    linear_combination κ i j * hp
  -- the poles at `z j` equal those at `z i` after relabelling
  have h2 : ∑ i, ∑ j ∈ univ.erase i, (w - z j)⁻¹ * (κ j i / (z j - z i))
      = ∑ i, (w - z i)⁻¹ * ∑ j ∈ univ.erase i, κ i j / (z i - z j) := by
    rw [sum_offdiag_swap]
    simp only [mul_sum]
  simp only [h1, sum_add_distrib]
  rw [h2]
  ring
```

The first display is `h1`: `Finset.add_sum_erase` splits off the diagonal term, injectivity turns $j\ne i$ into $z_i\ne z_j$, and `linear_combination κ i j * hp` multiplies the partial fraction by $\kappa_{ij}$. The relabelling is `h2`, and the closing `ring` adds the two equal sums. Symmetry matters. With two labels $0,1$, positions $z_0=0$, $z_1=1$, the point $w=2$, and $\kappa_{01}=1$ as the only nonzero entry, the left side is $1/(2\cdot1)=\tfrac12$, while the right side is $2\cdot\tfrac12\cdot\tfrac1{0-1}=-1$.

## Poles of the stress insertion

Multiplying out the square gives $J(w)^2=\sum_{i,j}q_iq_j/((w-z_i)(w-z_j))$, a double contraction with $\kappa_{ij}=q_iq_j$. Halving the previous identity yields
$$T(w)=\sum_i\frac{h_i}{(w-z_i)^2}+\sum_i\frac{A_i}{w-z_i}.$$
In words, `stress_tensor_ward` says that this holds in every field with $2\ne0$, for all pairwise distinct points, all charges and every $w$ different from the points. The condition on $2$ gives meaning to the halves in $T$ and $h$ and is automatic in $\mathbb R$ and $\mathbb C$. With one insertion $A_i$ is an empty sum and the statement is $T=\tfrac12q_i^2/(w-z_i)^2$; with none, both sides are zero.

```lean
/-- Stress-tensor Ward identity for vertex operators: the insertion at `w` is the sum of
double poles with the conformal weights and simple poles with the connection terms. -/
theorem stress_tensor_ward {K : Type*} [Field K] (h2 : (2 : K) ≠ 0) (z : ι → K)
    (hz : Function.Injective z) (q : ι → K) (w : K) (hw : ∀ i, w ≠ z i) :
    stress z q w
      = ∑ i, weight (q i) / (w - z i) ^ 2 + ∑ i, (w - z i)⁻¹ * connection z q i := by
  have h := double_contraction z hz w hw (fun i j => q i * q j) (fun i j => mul_comm _ _)
  have hJ : current z q w ^ 2 = ∑ i, ∑ j, q i * q j / ((w - z i) * (w - z j)) := by
    rw [current, sq, sum_mul_sum]
    simp only [div_mul_div_comm]
  have hh : ∑ i, weight (q i) / (w - z i) ^ 2 = (∑ i, q i * q i / (w - z i) ^ 2) / 2 := by
    rw [sum_div]
    refine sum_congr rfl fun i _ => ?_
    rw [weight, sq (q i), div_right_comm]
  rw [hh, stress, hJ, h, add_div, mul_div_cancel_left₀ _ h2]
  rfl
```

Here `hJ` expands the square by `sum_mul_sum`, `hh` pulls the half out of the double-pole sum, and `mul_div_cancel_left₀` cancels the factor two against the half, the one place where `h2` enters. What remains is the definition of `connection`.

If two points coincide, the identity can fail. Take $z_0=z_1=0$, $q_0=q_1=1$, $w=1$. Then $J=2$ and $T=2$, whereas the double poles give $\tfrac12+\tfrac12=1$. The terms $A_0,A_1$ contain $1/0$; Lean evaluates this as zero, so the formal right side is $1\ne2$. The value $2$ is the weight $(q_0+q_1)^2/2$ of a single insertion carrying the total charge. Both numerical examples are plain arithmetic offered for orientation and do not appear among the theorems.

## Several bosons

For independent bosons labelled by $a$ in a finite type `α`, insertion $i$ carries a charge vector with components $q_{ia}$, and the stress insertion is the sum of the insertions $T_a$ of the separate bosons. Summing the identity over $a$ and exchanging sums,
$$\sum_aT_a(w)=\sum_i\frac{q_i\cdot q_i/2}{(w-z_i)^2}+\sum_i\frac1{w-z_i}\sum_{j\ne i}\frac{q_i\cdot q_j}{z_i-z_j},\qquad q_i\cdot q_j=\sum_aq_{ia}q_{ja}.$$
The product `q i ⬝ᵥ q j` is bilinear, without complex conjugation, and corresponds to propagators diagonal in $a$ with equal normalisation. The sums over $a$ are rectangular, so `sum_comm` suffices: once for the double poles, and twice for the simple poles, where the sum over $a$ is moved first past the sum over $i$ and then past the sum over $j$.

```lean
/-- For several free bosons with charge vectors `q i`, the total stress insertion obeys the
same identity with products of charges replaced by dot products. -/
theorem stress_tensor_ward_multiboson {K α : Type*} [Field K] [Fintype α] (h2 : (2 : K) ≠ 0)
    (z : ι → K) (hz : Function.Injective z) (q : ι → α → K) (w : K) (hw : ∀ i, w ≠ z i) :
    ∑ a, stress z (fun i => q i a) w = ∑ i, (q i ⬝ᵥ q i / 2) / (w - z i) ^ 2
      + ∑ i, (w - z i)⁻¹ * ∑ j ∈ univ.erase i, (q i ⬝ᵥ q j) / (z i - z j) := by
  have h := fun a => stress_tensor_ward h2 z hz (fun i => q i a) w hw
  simp only [h, sum_add_distrib]
  congr 1
  · rw [sum_comm]
    simp only [weight, dotProduct, sum_div, sq]
  · rw [sum_comm]
    refine sum_congr rfl fun i _ => ?_
    rw [← mul_sum]
    unfold connection
    rw [sum_comm]
    simp only [dotProduct, sum_div]
```

## Background charge

Differentiating term by term, $\frac{d}{dw}\,q_i/(w-z_i)=-q_i/(w-z_i)^2$, so $J'(w)=-\sum_iq_i/(w-z_i)^2$. Mathlib's derivative is defined through a limit, and $K$ is now a `NontriviallyNormedField`, a class that includes $\mathbb R$ and $\mathbb C$. Distinctness of the $z_i$ is not needed for this step. The proof applies the quotient rule `fun_div` to each term and adds the results with `HasDerivAt.fun_sum`.

```lean
omit [DecidableEq ι] in
/-- Away from the vertex operators the current insertion has derivative
`-∑ q i / (w - z i)²`. -/
theorem hasDerivAt_current {K : Type*} [NontriviallyNormedField K] (z q : ι → K) (w : K)
    (hw : ∀ i, w ≠ z i) : HasDerivAt (current z q) (-∑ i, q i / (w - z i) ^ 2) w := by
  have h : ∀ i, HasDerivAt (fun x => q i / (x - z i)) (-(q i / (w - z i) ^ 2)) w := by
    intro i
    refine ((hasDerivAt_const w (q i)).fun_div ((hasDerivAt_id' w).sub_const (z i))
      (sub_ne_zero.2 (hw i))).congr_deriv ?_
    ring
  rw [← sum_neg_distrib]
  exact HasDerivAt.fun_sum fun i _ => h i
```

A background charge modifies the stress tensor by a multiple $\rho$ of the derivative of the current. The constant $\rho$ stands for a coupling of the boson to the curvature of the surface, which on the plane amounts to a charge $-2\rho$ placed at infinity, so that in the field theory the charges $q_i$ must add up to $2\rho$. The comment in the code calls $\rho$ itself the background charge, which differs from the charge at infinity by this factor $-2$. In the theorem $\rho$ is an arbitrary element of $K$, and no condition on the sum of the charges is imposed. Since $J'$ has only double poles,
$$T(w)+\rho J'(w)=\sum_i\frac{h_i-\rho q_i}{(w-z_i)^2}+\sum_i\frac{A_i}{w-z_i}.$$
The weights shift and the simple poles stay. The proof substitutes the two known expressions and splits the fraction with `sub_div`. The central charge, which concerns two stress tensors, is not touched by any of these statements.

```lean
/-- With a background charge `ρ`, the improved insertion `½J² + ρ ∂J` has double poles with
coefficients `q²/2 - ρ q` and the same simple poles. -/
theorem stress_tensor_ward_background {K : Type*} [NontriviallyNormedField K]
    (h2 : (2 : K) ≠ 0) (z : ι → K) (hz : Function.Injective z) (q : ι → K) (ρ w : K)
    (hw : ∀ i, w ≠ z i) :
    stress z q w + ρ * deriv (current z q) w = ∑ i, (weight (q i) - ρ * q i) / (w - z i) ^ 2
      + ∑ i, (w - z i)⁻¹ * connection z q i := by
  rw [(hasDerivAt_current z q w hw).deriv, stress_tensor_ward h2 z hz q w hw]
  simp only [sub_div, sum_sub_distrib, mul_div_assoc, ← mul_sum]
  ring
```

## The simple poles as derivatives of the correlator

Fix a label $k$ and vary $z_k$ alone. Since $\partial z_a/\partial z_k=\delta_{ak}$ and $\frac{d}{dx}\log|x|=1/x$ for $x\ne0$, a pair $a\ne b$ contributes
$$\frac{\partial}{\partial z_k}\,q_aq_b\log|z_a-z_b|=\delta_{ak}\frac{q_aq_b}{z_a-z_b}+\delta_{bk}\frac{q_bq_a}{z_b-z_a}.$$
Summed over ordered pairs, the first term gives $A_k$, and the second gives $A_k$ again after the labels are exchanged. The half in the exponent cancels the factor two, and the chain rule gives $\partial G/\partial z_k=G\,A_k$. The partial derivative is expressed through `Function.update z k x`, the configuration with $z_k$ replaced by $x$, differentiated in $x$ at $x=z_k$.

```lean
/-- At distinct points, the derivative of the correlator in the position `z k` is the
correlator times the connection term at `k`. -/
theorem hasDerivAt_correlator (z : ι → ℝ) (hz : Function.Injective z) (q : ι → ℝ) (k : ι) :
    HasDerivAt (fun x => correlator (Function.update z k x) q)
      (correlator z q * connection z q k) (z k) := by
  have hu : ∀ a, HasDerivAt (fun x => Function.update z k x a)
      (if a = k then (1 : ℝ) else 0) (z k) := by
    intro a
    by_cases h : a = k
    · rw [if_pos h, h]
      simp only [Function.update_self]
      exact hasDerivAt_id' _
    · simp only [Function.update_of_ne h, if_neg h]
      exact hasDerivAt_const _ _
  -- derivative of one pair term
  have hp : ∀ a, ∀ b ∈ univ.erase a, HasDerivAt
      (fun x => q a * q b * Real.log |Function.update z k x a - Function.update z k x b|)
      ((if a = k then (1 : ℝ) else 0) * (q a * q b / (z a - z b))
        + (if b = k then (1 : ℝ) else 0) * (q b * q a / (z b - z a))) (z k) := by
    intro a b hb
    have hab : z a - z b ≠ 0 := sub_ne_zero.2 fun h => (mem_erase.1 hb).1 (hz h).symm
    simp only [Real.log_abs]
    refine ((((hu a).fun_sub (hu b)).log
      (by simpa only [Function.update_eq_self] using hab)).const_mul (q a * q b)).congr_deriv ?_
    simp only [Function.update_eq_self]
    rw [← neg_sub (z a) (z b), div_neg]
    ring
  -- each pair containing `k` is counted twice
  have hs : ∑ a, ∑ b ∈ univ.erase a,
      ((if a = k then (1 : ℝ) else 0) * (q a * q b / (z a - z b))
        + (if b = k then (1 : ℝ) else 0) * (q b * q a / (z b - z a)))
      = 2 * connection z q k := by
    have h1 : ∑ a, ∑ b ∈ univ.erase a,
        (if a = k then (1 : ℝ) else 0) * (q a * q b / (z a - z b)) = connection z q k := by
      simp only [← mul_sum]
      simp [connection]
    have h2 : ∑ a, ∑ b ∈ univ.erase a,
        (if b = k then (1 : ℝ) else 0) * (q b * q a / (z b - z a)) = connection z q k := by
      rw [sum_offdiag_swap]
      exact h1
    simp only [sum_add_distrib]
    rw [h1, h2, two_mul]
  have H := HasDerivAt.fun_sum (u := univ) fun a _ => HasDerivAt.fun_sum (hp a)
  rw [hs] at H
  refine (H.div_const 2).exp.congr_deriv ?_
  simp only [Function.update_eq_self, correlator]
  ring
```

The Kronecker delta is `hu`, the pair formula is `hp`, and the double counting is `hs`, which calls `sum_offdiag_swap` a second time. Lean's real logarithm is defined with $\log|x|=\log x$ for either sign of $x$, so `Real.log_abs` removes the absolute value and no ordering of the points has to be chosen. The last lines divide by two and apply the exponential.

Multiplying the pole expansion of $T$ by $G$ and replacing $G\,A_i$ by $\partial_iG=\partial G/\partial z_i$ gives the familiar form
$$T(w)\,G=\sum_i\Big[\frac{h_i}{(w-z_i)^2}\,G+\frac1{w-z_i}\,\partial_iG\Big].$$
For neutral charges the left side is the unnormalised correlator with the stress tensor inserted, up to the phase dropped in passing to absolute values, which is constant for a fixed ordering of the points and would multiply both sides alike. The statement covers one boson, without background charge, at distinct real points with real charges; complex positions are covered only by the forms written with $A_i$.

```lean
/-- Ward identity in correlator form: the stress insertion times the correlator `G` is the
sum over `i` of `h_i G / (w - z i)²` and `∂_i G / (w - z i)`. -/
theorem stress_tensor_ward_correlator (z : ι → ℝ) (hz : Function.Injective z) (q : ι → ℝ)
    (w : ℝ) (hw : ∀ i, w ≠ z i) :
    stress z q w * correlator z q = ∑ i, (weight (q i) / (w - z i) ^ 2 * correlator z q
      + (w - z i)⁻¹ * deriv (fun x => correlator (Function.update z i x) q) (z i)) := by
  rw [stress_tensor_ward two_ne_zero z hz q w hw, ← sum_add_distrib, sum_mul]
  refine sum_congr rfl fun i _ => ?_
  rw [(hasDerivAt_correlator z hz q i).deriv]
  ring

end

end StressTensorWard
```

For equal unit charges, a configuration that is not neutral and would call for a compensating charge at infinity in the field theory, $G=\prod_{a<b}|z_a-z_b|$, with the labels put in any order, is the modulus of a Vandermonde determinant, the pair factor in the ground state of non-interacting spinless fermions in a one-dimensional harmonic trap. If a one-dimensional trial function $\Psi$ contains $G$ as a factor, that factor contributes $A_k=\partial_k\log G$ to the $k$-th component of $\nabla\log|\Psi|$, which is the drift velocity in importance-sampled diffusion Monte Carlo for particles of unit mass with $\hbar=1$.

```lean
#print axioms StressTensorWard.stress_tensor_ward
-- 'StressTensorWard.stress_tensor_ward' depends on axioms: [propext, Classical.choice, Quot.sound]
#print axioms StressTensorWard.stress_tensor_ward_multiboson
-- 'StressTensorWard.stress_tensor_ward_multiboson' depends on axioms: [propext, Classical.choice, Quot.sound]
#print axioms StressTensorWard.stress_tensor_ward_background
-- 'StressTensorWard.stress_tensor_ward_background' depends on axioms: [propext, Classical.choice, Quot.sound]
#print axioms StressTensorWard.stress_tensor_ward_correlator
-- 'StressTensorWard.stress_tensor_ward_correlator' depends on axioms: [propext, Classical.choice, Quot.sound]
```
